# The Kinetic Integral Between Two Equal 1s Slater Orbitals Changes Sign at ζR = (3 + √21)/2

## Orbitals, units and the sign change

Lengths are in bohr and energies in hartree. Two normalised 1s Slater orbitals with the same exponent ζ > 0 and the same sign,

φ(r) = √(ζ³/π) exp(-ζr),

sit on centres a distance R apart. Their overlap is

S(R) = exp(-ζR) (1 + ζR + (ζR)²/3),

and ζ = 1 gives hydrogen. The kinetic hopping T(R) is the matrix element of -½∇² between the two orbitals. It equals minus one half of the Laplacian of S with respect to the separation:

T(R) = -½ (S''(R) + 2 S'(R)/R),

where primes are derivatives with respect to R. The result is the closed form

T(R) = ζ² exp(-ζR) (3 + 3ζR - (ζR)²) / 6.

For ζ > 0 and R > 0, T(R) is positive when ζR < (3 + √21)/2 ≈ 3.791, zero at equality and negative beyond. It tends to ζ²/2 as R → 0⁺, falls strictly up to R = 5/ζ and rises strictly afterwards. Its minimum over R > 0 is -(7/6) ζ² exp(-5) ≈ -0.00786 ζ², attained only at R = 5/ζ.

## The kinetic table in a two-centre code

An ab initio code with atom-centred orbitals commonly computes S and T for the pairs of orbitals within range. With Slater functions it can evaluate closed forms like the one above. With numerical orbitals it can tabulate both integrals against distance and interpolate. For two equal s orbitals with Fourier transform φ(k) = ∫ exp(-ik·r) φ(r) d³r, the tables are

S(R) = (1/2π²) ∫₀^∞ k² φ(k)² sin(kR)/(kR) dk,

T(R) = (1/2π²) ∫₀^∞ k² (k²/2) φ(k)² sin(kR)/(kR) dk.

The factor k²/2 is the Laplacian step in reciprocal space. It gives more weight to large k, so T need not have the shape or the sign of S.

In a minimal-basis calculation of H₂⁺ with ζ = 1, the bonding orbital is (φ_A + φ_B)/√(2(1 + S)), and its kinetic energy is

(1/2 + T(R)) / (1 + S(R)).

At R = 2 the entries are S ≈ 0.586 and T ≈ 0.113, and the kinetic energy is about 0.386. At R = 5 they are S ≈ 0.097 and T ≈ -0.0079, and it is about 0.449. The hopping has changed sign between these two separations, although the orbitals and their relative phase are the same.

The sign change also affects how the range of a table is chosen. Suppose a routine steps outward in R and stops at the first point where |T| is below a tolerance smaller than 0.00786 ζ². It can stop near R = 3.79/ζ, where T passes through zero, and so lose the negative part of the table, where |T| is above the tolerance again. A model that sets T proportional to S with a fixed positive factor loses the same feature.

For electronic structure, then, the result fixes the sign of one kinetic matrix element between two fixed, equal 1s functions. The full Hamiltonian element also contains the potential, and its sign does not follow from that of T.

## From the overlap to the node and the minimum

The Laplacian form of T comes from moving a derivative. In

T(R) = ∫ φ(r) (-½∇²) φ(r - R) d³r,

with R in the integrand the vector between the centres, the second orbital depends only on r - R. Its Laplacian with respect to r therefore equals its Laplacian with respect to R, which can be taken outside the integral. What remains is -½ times the Laplacian of S, and since S depends only on the distance, this Laplacian is S'' + 2S'/R.

Write x = ζR, so that d/dR = ζ d/dx. The product rule gives

S' = ζ exp(-x) (1 + 2x/3 - 1 - x - x²/3) = -(ζ/3) exp(-x) (x + x²).

This is negative for R > 0, so the overlap, itself positive, decreases throughout. Differentiating again,

S'' = -(ζ²/3) exp(-x) (1 + 2x - x - x²) = -(ζ²/3) exp(-x) (1 + x - x²).

Since 1/R = ζ/x, the other term is

2S'/R = -(2ζ²/3) exp(-x) (1 + x).

The sum is -(ζ²/3) exp(-x) (3 + 3x - x²), and multiplying by -½ gives the closed form.

For the sign, set q = (3 + √21)/2 and p = (√21 - 3)/2. Then q - p = 3 and qp = (21 - 9)/4 = 3, so

3 + 3x - x² = (q - x)(x + p).

Because √21 > 3, p is positive, and x + p > 0 for every x > 0. The prefactor ζ² exp(-x)/6 is positive too. Only q - x can change sign, and it does so at x = q.

As R → 0⁺, x → 0 and the closed form tends to ζ² · 3/6 = ζ²/2, the kinetic energy of a single 1s orbital of exponent ζ.

The slope follows from one more product rule:

T' = (ζ³/6) exp(-x) (3 - 2x - 3 - 3x + x²) = (ζ³/6) exp(-x) x (x - 5) = ζ⁴ R exp(-ζR) (ζR - 5) / 6.

It is negative for 0 < x < 5 and positive for x > 5, so T has its only minimum at x = 5. There the quadratic is 3 + 15 - 25 = -7, which gives T = -(7/6) ζ² exp(-5).

## The Lean file

```lean
import Mathlib

open Filter Topology

namespace TwoCentreKinetic

noncomputable section

/-- The overlap of two normalised 1s Slater orbitals of the same sign and the same exponent `ζ > 0`,
whose centres are a distance `R ≥ 0` apart; hydrogen is `ζ = 1`. -/
def overlap (ζ R : ℝ) : ℝ :=
  Real.exp (-(ζ * R)) * (1 + ζ * R + (ζ * R) ^ 2 / 3)

/-- The Laplacian in three dimensions of a function of the distance alone, `f'' + 2 f' / R`, for
`R > 0` and `f` twice differentiable at `R`. -/
def radialLaplacian (f : ℝ → ℝ) (R : ℝ) : ℝ :=
  deriv (deriv f) R + 2 / R * deriv f R

/-- The two-centre kinetic integral between the 1s orbitals, minus one half of the Laplacian of the
overlap with respect to the separation, for `ζ > 0` and `R > 0`. -/
def kineticHopping (ζ R : ℝ) : ℝ :=
  -(radialLaplacian (overlap ζ) R) / 2

/-- The derivative of `exp (-ζ r) * (a + b r + c r²)` at `r = R`, for any real `ζ`. -/
theorem hasDerivAt_exp_mul_quadratic (ζ a b c R : ℝ) :
    HasDerivAt (fun r : ℝ => Real.exp (-(ζ * r)) * (a + b * r + c * r ^ 2))
      (Real.exp (-(ζ * R)) * (b + 2 * c * R - ζ * (a + b * R + c * R ^ 2))) R := by
  have hx : HasDerivAt (fun r : ℝ => -(ζ * r)) (-ζ) R :=
    ((hasDerivAt_id' R).const_mul ζ).fun_neg.congr_deriv (by ring)
  have hp : HasDerivAt (fun r : ℝ => a + b * r + c * r ^ 2) (b + 2 * c * R) R :=
    ((((hasDerivAt_id' R).const_mul b).const_add a).fun_add
      ((hasDerivAt_pow 2 R).const_mul c)).congr_deriv (by norm_num; ring)
  exact (hx.exp.fun_mul hp).congr_deriv (by ring)

/-- The closed form of the kinetic hopping at any separation `R ≠ 0`. -/
theorem kineticHopping_eq (ζ : ℝ) {R : ℝ} (hR : R ≠ 0) :
    kineticHopping ζ R =
      ζ ^ 2 * Real.exp (-(ζ * R)) * (3 + 3 * (ζ * R) - (ζ * R) ^ 2) / 6 := by
  -- the first derivative of the overlap is again an exponential times a quadratic
  have h1 : deriv (overlap ζ) = fun r : ℝ =>
      Real.exp (-(ζ * r)) * (0 + (-(ζ ^ 2 / 3)) * r + (-(ζ ^ 3 / 3)) * r ^ 2) := by
    funext r
    have e : overlap ζ = fun s : ℝ =>
        Real.exp (-(ζ * s)) * (1 + ζ * s + ζ ^ 2 / 3 * s ^ 2) := by
      funext s
      unfold overlap
      ring
    rw [e, (hasDerivAt_exp_mul_quadratic ζ 1 ζ (ζ ^ 2 / 3) r).deriv]
    ring
  unfold kineticHopping radialLaplacian
  rw [h1, (hasDerivAt_exp_mul_quadratic ζ 0 (-(ζ ^ 2 / 3)) (-(ζ ^ 3 / 3)) R).deriv]
  field_simp
  ring

/-- For `ζ > 0` and `R > 0` the kinetic hopping is positive, zero or negative exactly when
`ζ R` lies below, at or above `(3 + √21) / 2`. -/
theorem kineticHopping_sign {ζ R : ℝ} (hζ : 0 < ζ) (hR : 0 < R) :
    (0 < kineticHopping ζ R ↔ ζ * R < (3 + √21) / 2) ∧
    (kineticHopping ζ R = 0 ↔ ζ * R = (3 + √21) / 2) ∧
    (kineticHopping ζ R < 0 ↔ (3 + √21) / 2 < ζ * R) := by
  have hs : (√21 : ℝ) ^ 2 = 21 := Real.sq_sqrt (by norm_num)
  have h3 : (3 : ℝ) < √21 := (Real.lt_sqrt (by norm_num)).2 (by norm_num)
  have hx : 0 < ζ * R := mul_pos hζ hR
  -- split off the one factor that changes sign
  obtain ⟨K, hK, hT⟩ : ∃ K : ℝ, 0 < K ∧
      kineticHopping ζ R = K * ((3 + √21) / 2 - ζ * R) := by
    refine ⟨ζ ^ 2 * Real.exp (-(ζ * R)) / 6 * (ζ * R + (√21 - 3) / 2), ?_, ?_⟩
    · have hp : 0 < ζ * R + (√21 - 3) / 2 := by linarith
      positivity
    · rw [kineticHopping_eq ζ hR.ne']
      linear_combination (-(ζ ^ 2 * Real.exp (-(ζ * R)) / 24)) * hs
  rw [hT]
  refine ⟨?_, ?_, ?_⟩
  · constructor
    · intro h
      by_contra hc
      nlinarith [mul_nonneg hK.le (sub_nonneg.2 (not_lt.1 hc))]
    · intro h
      exact mul_pos hK (sub_pos.2 h)
  · rw [mul_eq_zero]
    constructor
    · rintro (h | h) <;> linarith
    · intro h
      right
      linarith
  · constructor
    · intro h
      by_contra hc
      nlinarith [mul_nonneg hK.le (sub_nonneg.2 (not_lt.1 hc))]
    · intro h
      exact mul_neg_of_pos_of_neg hK (sub_neg.2 h)

/-- As the two centres merge, the kinetic hopping tends to `ζ² / 2`. -/
theorem kineticHopping_tendsto_onsite (ζ : ℝ) :
    Tendsto (kineticHopping ζ) (𝓝[>] 0) (𝓝 (ζ ^ 2 / 2)) := by
  have hc : Continuous (fun R : ℝ =>
      ζ ^ 2 * Real.exp (-(ζ * R)) * (3 + 3 * (ζ * R) - (ζ * R) ^ 2) / 6) := by
    fun_prop
  have h0 : ζ ^ 2 * Real.exp (-(ζ * 0)) * (3 + 3 * (ζ * 0) - (ζ * 0) ^ 2) / 6
      = ζ ^ 2 / 2 := by
    rw [mul_zero, neg_zero, Real.exp_zero]
    ring
  rw [← h0]
  refine ((hc.tendsto 0).mono_left nhdsWithin_le_nhds).congr' ?_
  filter_upwards [self_mem_nhdsWithin] with r hr
  exact (kineticHopping_eq ζ (ne_of_gt hr)).symm

/-- The slope of the kinetic hopping as a function of the separation, at `R ≠ 0`. -/
theorem hasDerivAt_kineticHopping (ζ : ℝ) {R : ℝ} (hR : R ≠ 0) :
    HasDerivAt (kineticHopping ζ)
      (ζ ^ 4 * R * Real.exp (-(ζ * R)) * (ζ * R - 5) / 6) R := by
  have h := hasDerivAt_exp_mul_quadratic ζ (ζ ^ 2 / 2) (ζ ^ 3 / 2) (-(ζ ^ 4 / 6)) R
  refine (h.congr_of_eventuallyEq ?_).congr_deriv (by ring)
  filter_upwards [isOpen_ne.mem_nhds hR] with r hr
  rw [kineticHopping_eq ζ hr]
  ring

/-- For `ζ > 0` the kinetic hopping falls strictly with the separation for
`0 < R ≤ 5 / ζ` and rises strictly for `R ≥ 5 / ζ`. -/
theorem kineticHopping_monotone_branches {ζ : ℝ} (hζ : 0 < ζ) :
    StrictAntiOn (kineticHopping ζ) (Set.Ioc 0 (5 / ζ)) ∧
    StrictMonoOn (kineticHopping ζ) (Set.Ici (5 / ζ)) := by
  have h5 : 0 < 5 / ζ := by positivity
  constructor
  · refine strictAntiOn_of_deriv_neg (convex_Ioc 0 (5 / ζ)) (fun r hr =>
      (hasDerivAt_kineticHopping ζ hr.1.ne').continuousAt.continuousWithinAt) ?_
    intro r hr
    rw [interior_Ioc] at hr
    have hr0 : 0 < r := hr.1
    have hlt : r * ζ < 5 := (lt_div_iff₀ hζ).1 hr.2
    rw [(hasDerivAt_kineticHopping ζ hr0.ne').deriv]
    have hK : 0 < ζ ^ 4 * r * Real.exp (-(ζ * r)) := by positivity
    have hneg := mul_neg_of_pos_of_neg hK (show ζ * r - 5 < 0 by linarith)
    linarith
  · refine strictMonoOn_of_deriv_pos (convex_Ici (5 / ζ)) (fun r hr =>
      (hasDerivAt_kineticHopping ζ
        (lt_of_lt_of_le h5 hr).ne').continuousAt.continuousWithinAt) ?_
    intro r hr
    rw [interior_Ici] at hr
    have hr0 : 0 < r := lt_trans h5 hr
    have hlt : 5 < r * ζ := (div_lt_iff₀ hζ).1 hr
    rw [(hasDerivAt_kineticHopping ζ hr0.ne').deriv]
    have hK : 0 < ζ ^ 4 * r * Real.exp (-(ζ * r)) := by positivity
    have hpos := mul_pos hK (show 0 < ζ * r - 5 by linarith)
    linarith

/-- For `ζ > 0` the kinetic hopping takes the value `-(7/6) ζ² exp(-5)` at `R = 5 / ζ`, and
it is strictly larger at every other positive separation. -/
theorem kineticHopping_minimum {ζ : ℝ} (hζ : 0 < ζ) :
    kineticHopping ζ (5 / ζ) = -(7 / 6) * ζ ^ 2 * Real.exp (-5) ∧
    ∀ R : ℝ, 0 < R → R ≠ 5 / ζ → kineticHopping ζ (5 / ζ) < kineticHopping ζ R := by
  have h5 : 0 < 5 / ζ := by positivity
  obtain ⟨hanti, hmono⟩ := kineticHopping_monotone_branches hζ
  constructor
  · have hx : ζ * (5 / ζ) = 5 := mul_div_cancel₀ 5 hζ.ne'
    rw [kineticHopping_eq ζ h5.ne', hx]
    ring
  · intro R hR hne
    -- compare along the branch on which `R` lies
    rcases lt_or_gt_of_ne hne with h | h
    · exact hanti ⟨hR, h.le⟩ ⟨h5, le_refl _⟩ h
    · exact hmono (Set.mem_Ici.2 (le_refl _)) (Set.mem_Ici.2 h.le) h

end

end TwoCentreKinetic
```

```lean
#print axioms TwoCentreKinetic.kineticHopping_sign
#print axioms TwoCentreKinetic.kineticHopping_tendsto_onsite
#print axioms TwoCentreKinetic.kineticHopping_minimum
```

```
'TwoCentreKinetic.kineticHopping_sign' depends on axioms: [propext, Classical.choice, Quot.sound]
'TwoCentreKinetic.kineticHopping_tendsto_onsite' depends on axioms: [propext, Classical.choice, Quot.sound]
'TwoCentreKinetic.kineticHopping_minimum' depends on axioms: [propext, Classical.choice, Quot.sound]
```

## What the Lean statements say

`overlap ζ R` is S(R), with the exponent and the separation as real numbers. `radialLaplacian f R` applies f'' + 2f'/R to any real function, using Mathlib's derivative `deriv`. `kineticHopping ζ R` is minus one half of that expression for the overlap. The closed form is therefore a theorem about derivatives of S and not a second definition.

`kineticHopping_eq` states the closed form for every real ζ and every R ≠ 0. `kineticHopping_sign` assumes `0 < ζ` and `0 < R`, the physical range, and gives three equivalences, so the sign of the hopping also determines on which side of the node ζR lies. In `kineticHopping_tendsto_onsite`, the filter `𝓝[>] 0` means that R approaches zero through positive values.

That limit has to be stated separately, because Lean sets 2/0 to 0: `kineticHopping ζ 0` keeps only the S'' term and equals ζ²/6, one third of the on-site value.

`hasDerivAt_kineticHopping` says both that the hopping is differentiable at R ≠ 0 and what its slope is. In `kineticHopping_monotone_branches`, `Set.Ioc 0 (5 / ζ)` is the interval 0 < R ≤ 5/ζ and `Set.Ici (5 / ζ)` is R ≥ 5/ζ, so both branches include the turning point. `kineticHopping_minimum` gives the value there and a strict inequality at every other positive separation, which makes the minimum global on R > 0 and unique.

## Three uses of one derivative

The lemma `hasDerivAt_exp_mul_quadratic` differentiates exp(-ζR)(a + bR + cR²) by the product rule. It is used for the three derivatives taken by hand above, with these coefficients (a, b, c):

- for S: (1, ζ, ζ²/3)
- for S': (0, -ζ²/3, -ζ³/3)
- for T: (ζ²/2, ζ³/2, -ζ⁴/6)

The first two uses occur in `kineticHopping_eq`. There `h1` identifies S' as a function, which is needed before it can be differentiated again, and `field_simp` then clears the 1/R using R ≠ 0.

In the sign theorem, K stands for the positive factor ζ² exp(-ζR)(ζR + p)/6, and the hopping is written as K(q - ζR). The `linear_combination` step confirms this factorisation from (√21)² = 21. Each of the three equivalences then follows from K > 0.

For the limit, the closed form is continuous and equals ζ²/2 at R = 0, and it agrees with the hopping at all R > 0. The slope theorem transfers a derivative in a similar way: near a point R ≠ 0 the two functions coincide, so they have the same derivative there.

The monotone branches come from `strictAntiOn_of_deriv_neg` and `strictMonoOn_of_deriv_pos`. These ask for continuity on the whole interval but for a strict sign of the slope only in its interior, so the zero slope at 5/ζ does no harm. The minimum theorem compares any other R with 5/ζ along the branch on which R lies.

## Which integrals and orbitals the theorems reach

The theorems settle the closed form, the node, the limit, the slope and the minimum for real numbers, given the formula for S. The file starts from that formula and from the Laplacian definition of T. The formula for S is the standard result of the overlap integral, which is not evaluated here. The step from the kinetic integral to the Laplacian of S, and the sign and monotonicity of the overlap, are argued by hand only.

The equal exponents stand for two atoms of the same kind described by the same function. If ζ is reoptimised at each separation, as in a variational calculation, the sign theorem still applies at each R with the current ζ. The monotone branches and the minimum describe curves at fixed ζ only.

Orbitals with different exponents, higher angular momentum or a finite cutoff radius have other overlaps, and the number (3 + √21)/2 does not carry over to them. The hopping here is also the matrix element in the non-orthogonal basis. Orthogonalising the two orbitals mixes T with S and the on-site term, which gives a different function of R.

Nothing is said about floating-point evaluation. Near the node the terms 3 + 3ζR and (ζR)² nearly cancel, so a computed T can have a large relative error there, and even the wrong sign, while its absolute error stays small.
